# A lower bound on the free-energy drop in a parallel mean-field update with symmetric couplings

Let \(J\) be a real symmetric \(N\times N\) matrix of couplings, \(h\in\mathbb R^N\) a field and \(m\in(-1,1)^N\) the magnetisations of \(N\) Ising spins, with energies in units of the temperature. The parallel update \(m'_i=\tanh((Jm)_i+h_i)\) changes the mean-field free energy \(G\) so that

\[
G(m)-G(m')\;\ge\;\tfrac12\langle m'-m,(1+J)(m'-m)\rangle ,
\]

with equality exactly when \(m'=m\). Here

\[
G(m)=-\tfrac12\langle m,Jm\rangle-\langle h,m\rangle-\sum_i S(m_i),
\]

and \(S(x)\) is the binary entropy, with natural logarithm, of the probability \((1+x)/2\). The \(1\) in \(1+J\) is the identity matrix. The right-hand side of the bound can be negative; if \(1+J\) is positive semidefinite, it cannot, and then the update has no cycles other than fixed points. For simulation practice, this concerns undamped self-consistency iteration in a finite Ising mean-field model.

## Spins, fields and free energy

The sites form a finite type `ι`, so \(J\) is a `Matrix ι ι ℝ`, while \(h\) and \(m\) are functions `ι → ℝ`. In the code, `*ᵥ` applies a matrix to a vector and `⬝ᵥ` is the dot product. Energies are in units of the temperature, which is thereby absorbed in \(J\) and \(h\). The theorems allow diagonal entries of \(J\). In an Ising Hamiltonian, where each spin \(s_i=\pm1\) has \(s_i^2=1\), such an entry adds only a constant energy, and the product-state free energy of the pair couplings is \(G\) with zero diagonal.

In Lean 4 with Mathlib:

```lean
import Mathlib

open Matrix

namespace ParallelMeanFieldDescent

noncomputable section
```

The entropy \(S\) is `spinEntropy`.

```lean
/-- The entropy of one Ising spin with magnetisation `x`. -/
def spinEntropy (x : ℝ) : ℝ := Real.binEntropy ((1 + x) / 2)
```

The field that holds a single spin at magnetisation \(x\) is \(L(x)=\tfrac12[\log(1+x)-\log(1-x)]\).

```lean
/-- The inverse hyperbolic tangent of the magnetisation `x`, written with logarithms. -/
def sustainingField (x : ℝ) : ℝ := (Real.log (1 + x) - Real.log (1 - x)) / 2
```

The free energy \(G\) is a function of any real vector `m`; the range \((-1,1)\) enters as a hypothesis where it is needed.

```lean
variable {ι : Type*} [Fintype ι]

/-- The mean-field free energy of magnetisations `m` with couplings `J` and fields `h`,
in units of the temperature. -/
def freeEnergy (J : Matrix ι ι ℝ) (h m : ι → ℝ) : ℝ :=
  -(m ⬝ᵥ J *ᵥ m) / 2 - h ⬝ᵥ m - ∑ i, spinEntropy (m i)
```

All components of the update use the old magnetisations.

```lean
/-- The parallel update: every spin responds at once to its present mean field. -/
def parallelStep (J : Matrix ι ι ℝ) (h m : ι → ℝ) : ι → ℝ :=
  fun i => Real.tanh ((J *ᵥ m) i + h i)
```

## (a) The field belonging to magnetisation tanh u

**Task.** Show that \(-1<\tanh u<1\) and \(L(\tanh u)=u\).

**Solution.** From \(\cosh u\pm\sinh u=e^{\pm u}\),

\[
1\pm\tanh u=\frac{e^{\pm u}}{\cosh u}>0 .
\]

This gives both bounds. In the difference of the logarithms \(\log\cosh u\) cancels, leaving \(L(\tanh u)=\tfrac12[u-(-u)]=u\). The two quotients are `h1` and `h2` in the proof.

```lean
/-- The magnetisation `tanh u` lies strictly between `-1` and `1`, and the field that
sustains it is `u`. -/
theorem sustainingField_tanh (u : ℝ) :
    -1 < Real.tanh u ∧ Real.tanh u < 1 ∧ sustainingField (Real.tanh u) = u := by
  have hc := Real.cosh_pos u
  have h1 : 1 + Real.tanh u = Real.exp u / Real.cosh u := by
    rw [Real.tanh_eq_sinh_div_cosh, ← Real.cosh_add_sinh, add_div, div_self hc.ne']
  have h2 : 1 - Real.tanh u = Real.exp (-u) / Real.cosh u := by
    rw [Real.tanh_eq_sinh_div_cosh, ← Real.cosh_sub_sinh, sub_div, div_self hc.ne']
  have p1 := div_pos (Real.exp_pos u) hc
  have p2 := div_pos (Real.exp_pos (-u)) hc
  refine ⟨by linarith, by linarith, ?_⟩
  unfold sustainingField
  rw [h1, h2, Real.log_div (Real.exp_pos u).ne' hc.ne',
    Real.log_div (Real.exp_pos (-u)).ne' hc.ne', Real.log_exp, Real.log_exp]
  ring
```

## (b) The slope of the entropy

**Task.** Show that \(S'(x)=-L(x)\) for \(-1<x<1\).

**Solution.** The binary entropy has derivative \(\log(1-p)-\log p\). With \(p=(1+x)/2\), the chain rule gives

\[
S'(x)=\tfrac12\left[\log\tfrac{1-x}{2}-\log\tfrac{1+x}{2}\right]=-L(x).
\]

```lean
/-- For `x` strictly between `-1` and `1`, the derivative of the spin entropy is minus the
sustaining field. -/
theorem hasDerivAt_spinEntropy {x : ℝ} (h1 : -1 < x) (h2 : x < 1) :
    HasDerivAt spinEntropy (-sustainingField x) x := by
  have a : HasDerivAt (fun y : ℝ => (1 + y) / 2) (1 / 2) x :=
    ((hasDerivAt_id' x).const_add 1).div_const 2
  have n0 : (1 + x) / 2 ≠ 0 := by
    intro h
    linarith
  have n1 : (1 + x) / 2 ≠ 1 := by
    intro h
    linarith
  have b := (Real.hasDerivAt_binEntropy n0 n1).comp x a
  refine HasDerivAt.congr_deriv b ?_
  have p1 : (1 + x) ≠ 0 := by linarith
  have p2 : (1 - x) ≠ 0 := by linarith
  rw [show 1 - (1 + x) / 2 = (1 - x) / 2 by ring, Real.log_div p2 two_ne_zero,
    Real.log_div p1 two_ne_zero]
  unfold sustainingField
  ring
```

## (c) The field grows faster than the magnetisation

**Task.** Show that \(L(x)-x\) is strictly increasing on \((-1,1)\).

**Solution.** Differentiation gives

\[
L'(x)=\tfrac12\left[\frac1{1+x}+\frac1{1-x}\right]=\frac1{1-x^2}\ge1,
\]

with equality only at \(x=0\). Take \(a<b\) and split the interval at its midpoint. By the mean value theorem, \(L\) grows on each half by at least the length of that half. At least one half does not have zero in its interior, and there the growth is strictly larger. Adding the halves gives \(L(b)-L(a)>b-a\). In the code, `key` is the estimate on one half, and the final case split on the sign of the midpoint selects the strict one.

```lean
/-- Between two magnetisations `a < b` in `(-1, 1)`, the sustaining field increases by strictly more
than `b - a`. -/
theorem sustainingField_sub_lt {a b : ℝ} (ha : -1 < a) (hab : a < b) (hb : b < 1) :
    sustainingField a - a < sustainingField b - b := by
  have hd : ∀ x : ℝ, -1 < x → x < 1 →
      HasDerivAt sustainingField (1 / (1 - x ^ 2)) x := by
    intro x h1 h2
    have p1 : 1 + x ≠ 0 := by linarith
    have p2 : 1 - x ≠ 0 := by linarith
    have d1 : HasDerivAt (fun y : ℝ => Real.log (1 + y)) (1 / (1 + x)) x :=
      ((hasDerivAt_id' x).const_add 1).log p1
    have d2 : HasDerivAt (fun y : ℝ => Real.log (1 - y)) (-1 / (1 - x)) x :=
      ((hasDerivAt_id' x).const_sub 1).log p2
    refine HasDerivAt.congr_deriv ((d1.fun_sub d2).div_const 2) ?_
    rw [show 1 - x ^ 2 = (1 + x) * (1 - x) by ring]
    field_simp
    ring
  -- On each interval the mean slope is at least one, and exceeds one away from zero.
  have key : ∀ p q : ℝ, -1 < p → p < q → q < 1 →
      q - p ≤ sustainingField q - sustainingField p ∧
      ((0 ≤ p ∨ q ≤ 0) → q - p < sustainingField q - sustainingField p) := by
    intro p q hp hpq hq
    obtain ⟨c, ⟨hc1, hc2⟩, hc⟩ := exists_hasDerivAt_eq_slope sustainingField
      (fun x => 1 / (1 - x ^ 2)) hpq
      (fun y hy => (hd y (by linarith [hy.1]) (by linarith [hy.2])).continuousAt.continuousWithinAt)
      (fun y hy => hd y (by linarith [hy.1]) (by linarith [hy.2]))
    have hqp : 0 < q - p := by linarith
    rw [eq_div_iff hqp.ne'] at hc
    have hpos : 0 < 1 - c ^ 2 := by
      nlinarith [mul_pos (show 0 < 1 + c by linarith) (show 0 < 1 - c by linarith)]
    constructor
    · have : 1 ≤ 1 / (1 - c ^ 2) := by
        rw [le_div_iff₀ hpos]
        nlinarith [sq_nonneg c]
      nlinarith
    · intro h0
      have hc0 : c ≠ 0 := by
        rcases h0 with h0 | h0
        · exact (lt_of_le_of_lt h0 hc1).ne'
        · exact (lt_of_lt_of_le hc2 h0).ne
      have : 1 < 1 / (1 - c ^ 2) := by
        rw [lt_div_iff₀ hpos]
        have := sq_pos_of_ne_zero hc0
        linarith
      nlinarith
  -- One half of the interval does not contain zero in its interior.
  have k1 := key a ((a + b) / 2) ha (by linarith) (by linarith)
  have k2 := key ((a + b) / 2) b (by linarith) (by linarith) hb
  rcases le_total 0 ((a + b) / 2) with h | h
  · linarith [k1.1, k2.2 (Or.inl h)]
  · linarith [k2.1, k1.2 (Or.inr h)]
```

## (d) The entropy gap of one spin

**Task.** Let \(t=\tanh u\) and \(x\in(-1,1)\) with \(x\ne t\). Show that

\[
S(t)-S(x)>u(x-t)+\tfrac12(x-t)^2 .
\]

**Solution.** Put \(F(z)=-S(z)-z^2/2\). By (b), \(F'(z)=L(z)-z\), which is strictly increasing by (c), and \(F'(t)=u-t\) by (a). The mean value theorem gives a point \(c\) strictly between \(x\) and \(t\) with \(F(x)-F(t)=F'(c)(x-t)\). If \(x>t\), then \(F'(c)>F'(t)\); if \(x<t\), then \(F'(c)<F'(t)\) and \(x-t\) is negative. Either way,

\[
F(x)-F(t)>(u-t)(x-t).
\]

Moving the squares to the right gives

\[
S(t)-S(x)>(u-t)(x-t)+\tfrac12(x^2-t^2)=u(x-t)+\tfrac12(x-t)^2 .
\]

The two cases are the two branches at the end of the proof, where `nlinarith` does this algebra.

```lean
/-- For one spin in a field `u`, the entropy difference between `tanh u` and any other
magnetisation `x` strictly exceeds a linear plus a quadratic term in the deviation. -/
theorem spinEntropy_gap {x u : ℝ} (h1 : -1 < x) (h2 : x < 1) (hne : x ≠ Real.tanh u) :
    u * (x - Real.tanh u) + (x - Real.tanh u) ^ 2 / 2
      < spinEntropy (Real.tanh u) - spinEntropy x := by
  obtain ⟨t1, t2, ht⟩ := sustainingField_tanh u
  generalize Real.tanh u = t at *
  have hd : ∀ y : ℝ, -1 < y → y < 1 →
      HasDerivAt (fun z => -spinEntropy z - z ^ 2 / 2) (sustainingField y - y) y := by
    intro y y1 y2
    refine HasDerivAt.congr_deriv
      ((hasDerivAt_spinEntropy y1 y2).fun_neg.fun_sub ((hasDerivAt_pow 2 y).div_const 2)) ?_
    norm_num
  have mvt : ∀ p q : ℝ, -1 < p → p < q → q < 1 → ∃ c, p < c ∧ c < q ∧
      (sustainingField c - c) * (q - p)
        = (-spinEntropy q - q ^ 2 / 2) - (-spinEntropy p - p ^ 2 / 2) := by
    intro p q hp hpq hq
    obtain ⟨c, ⟨hc1, hc2⟩, hc⟩ := exists_hasDerivAt_eq_slope
      (fun z => -spinEntropy z - z ^ 2 / 2) (fun y => sustainingField y - y) hpq
      (fun y hy => (hd y (by linarith [hy.1]) (by linarith [hy.2])).continuousAt.continuousWithinAt)
      (fun y hy => hd y (by linarith [hy.1]) (by linarith [hy.2]))
    rw [eq_div_iff (sub_pos.mpr hpq).ne'] at hc
    exact ⟨c, hc1, hc2, hc⟩
  rcases lt_or_gt_of_ne hne with h | h
  · obtain ⟨c, c1, c2, hc⟩ := mvt x t h1 h t2
    have hm := sustainingField_sub_lt (by linarith) c2 t2
    rw [ht] at hm
    have := mul_lt_mul_of_pos_right hm (sub_pos.mpr h)
    nlinarith
  · obtain ⟨c, c1, c2, hc⟩ := mvt t x t1 h h2
    have hm := sustainingField_sub_lt t1 c1 (by linarith)
    rw [ht] at hm
    have := mul_lt_mul_of_pos_right hm (sub_pos.mpr h)
    nlinarith
```

## (e) Splitting the free-energy difference

**Task.** For symmetric \(J\) and any \(m,n\in\mathbb R^N\), write \(G(m)-G(n)\) as a quadratic form in \(n-m\) plus one-site terms.

**Solution.** Let \(d=n-m\) and \(u_i=(Jm)_i+h_i\). Symmetry gives \(\langle n,Jn\rangle=\langle m,Jm\rangle+2\langle d,Jm\rangle+\langle d,Jd\rangle\), so

\[
G(m)-G(n)=\tfrac12\langle d,Jd\rangle+\sum_i\left[u_id_i+S(n_i)-S(m_i)\right].
\]

Adding and subtracting \(\tfrac12\langle d,d\rangle\) yields

\[
G(m)-G(n)=\tfrac12\langle d,(1+J)d\rangle+\sum_i e_i,
\]
\[
e_i=S(n_i)-S(m_i)-\left[u_i(m_i-n_i)+\tfrac12(m_i-n_i)^2\right].
\]

The hypothesis `J.IsSymm` enters through `hs`, which equates the two mixed terms.

```lean
variable [DecidableEq ι]

/-- For symmetric `J`, the free-energy difference of two magnetisation patterns is a quadratic form
in their difference plus a sum of one-site terms. -/
theorem freeEnergy_sub {J : Matrix ι ι ℝ} (hJ : J.IsSymm) (h m n : ι → ℝ) :
    freeEnergy J h m - freeEnergy J h n = ((n - m) ⬝ᵥ (1 + J) *ᵥ (n - m)) / 2
      + ∑ i, (spinEntropy (n i) - spinEntropy (m i)
        - (((J *ᵥ m) i + h i) * (m i - n i) + (m i - n i) ^ 2 / 2)) := by
  have hs : n ⬝ᵥ J *ᵥ m = m ⬝ᵥ J *ᵥ n := by
    rw [Matrix.dotProduct_mulVec, ← Matrix.mulVec_transpose, hJ.eq, dotProduct_comm]
  have hsum : ∑ i, (((J *ᵥ m) i + h i) * (m i - n i) + (m i - n i) ^ 2 / 2)
      = (J *ᵥ m) ⬝ᵥ (m - n) + h ⬝ᵥ (m - n) + ((m - n) ⬝ᵥ (m - n)) / 2 := by
    simp only [dotProduct, Pi.sub_apply, Finset.sum_div, ← Finset.sum_add_distrib]
    refine Finset.sum_congr rfl fun i _ => ?_
    ring
  rw [Finset.sum_sub_distrib, Finset.sum_sub_distrib, hsum]
  unfold freeEnergy
  simp only [Matrix.add_mulVec, Matrix.one_mulVec, Matrix.mulVec_sub, dotProduct_add,
    dotProduct_sub, sub_dotProduct]
  rw [dotProduct_comm (J *ᵥ m) m, dotProduct_comm (J *ᵥ m) n, hs]
  ring
```

## (f) The descent bound and its equality case

**Task.** Prove the inequality stated at the start, and show that equality means \(m'=m\).

**Solution.** Set \(n=m'\) in (e), so that \(n_i=\tanh u_i\). By (d), \(e_i>0\) whenever \(m'_i\ne m_i\), and \(e_i=0\) otherwise. Hence \(\sum_i e_i\ge0\), which is the bound. Equality forces the sum to vanish, so no spin moves; conversely, if \(m'=m\), both sides are zero. The statement is a conjunction of the bound and this equivalence, with `hm` placing every \(m_i\) in \((-1,1)\).

```lean
/-- For symmetric `J` and magnetisations strictly between `-1` and `1`, one parallel mean-field
update lowers the free energy by at least half the quadratic form of `1 + J` in the step, with
equality exactly when the update leaves `m` unchanged. -/
theorem freeEnergy_descent {J : Matrix ι ι ℝ} (hJ : J.IsSymm) (h m : ι → ℝ)
    (hm : ∀ i, -1 < m i ∧ m i < 1) :
    ((parallelStep J h m - m) ⬝ᵥ (1 + J) *ᵥ (parallelStep J h m - m)) / 2
        ≤ freeEnergy J h m - freeEnergy J h (parallelStep J h m) ∧
    (((parallelStep J h m - m) ⬝ᵥ (1 + J) *ᵥ (parallelStep J h m - m)) / 2
        = freeEnergy J h m - freeEnergy J h (parallelStep J h m)
      ↔ parallelStep J h m = m) := by
  have hid := freeEnergy_sub hJ h m (parallelStep J h m)
  -- Each site contributes a non-negative excess, positive if its spin moves.
  have hpos : ∀ i, m i ≠ parallelStep J h m i →
      0 < spinEntropy (parallelStep J h m i) - spinEntropy (m i)
        - (((J *ᵥ m) i + h i) * (m i - parallelStep J h m i)
          + (m i - parallelStep J h m i) ^ 2 / 2) :=
    fun i hi => sub_pos.mpr (spinEntropy_gap (hm i).1 (hm i).2 hi)
  have hnn : ∀ i ∈ Finset.univ,
      0 ≤ spinEntropy (parallelStep J h m i) - spinEntropy (m i)
        - (((J *ᵥ m) i + h i) * (m i - parallelStep J h m i)
          + (m i - parallelStep J h m i) ^ 2 / 2) := by
    intro i _
    by_cases hi : m i = parallelStep J h m i
    · rw [← hi]
      simp
    · exact (hpos i hi).le
  refine ⟨by linarith [Finset.sum_nonneg hnn], fun heq => ?_, fun hfix => ?_⟩
  · by_contra hne
    obtain ⟨i, hi⟩ := Function.ne_iff.mp hne
    have := Finset.sum_pos' hnn ⟨i, Finset.mem_univ i, hpos i (Ne.symm hi)⟩
    linarith
  · rw [hfix]
    simp
```

## (g) Strict descent

**Task.** Assume also that \(\langle x,(1+J)x\rangle\ge0\) for all \(x\). Show that \(G(m')<G(m)\) if \(m'\ne m\).

**Solution.** By (f) the bound is strict when \(m'\ne m\), and its right-hand side is now non-negative. The assumption, `hpsd`, says that no eigenvalue of \(J\) lies below \(-1\). This restricts ferromagnetic couplings as well as antiferromagnetic ones: for two spins with zero diagonal entries and mutual coupling \(a\), the eigenvalues are \(\pm a\), and the assumption reads \(|a|\le1\).

```lean
/-- If `J` is symmetric and `1 + J` is positive semidefinite, every parallel update that changes
magnetisations lying strictly between `-1` and `1` strictly lowers the free energy. -/
theorem freeEnergy_lt {J : Matrix ι ι ℝ} (hJ : J.IsSymm)
    (hpsd : ∀ x : ι → ℝ, 0 ≤ x ⬝ᵥ (1 + J) *ᵥ x) (h m : ι → ℝ)
    (hm : ∀ i, -1 < m i ∧ m i < 1) (hne : parallelStep J h m ≠ m) :
    freeEnergy J h (parallelStep J h m) < freeEnergy J h m := by
  obtain ⟨hle, hiff⟩ := freeEnergy_descent hJ h m hm
  have := lt_of_le_of_ne hle fun e => hne (hiff.mp e)
  linarith [hpsd (parallelStep J h m - m)]
```

## (h) No cycles

**Task.** Under the same assumption, show that a pattern \(m\) which returns to itself after \(k+1\) updates, \(k\ge0\), satisfies \(m'=m\).

**Solution.** Since \(m\) is the output of an update, its components lie in \((-1,1)\) by (a), so no range hypothesis is needed. From \(m'\), a further \(k\) updates lead back to \(m\), and by (f) none of them raises \(G\). Hence \(G(m)\le G(m')\). If \(m'\ne m\), this contradicts (g). The induction `hmono` carries the range and the descent along the orbit. Convergence of the iteration from a general start is a separate question, left open here.

```lean
/-- If `J` is symmetric and `1 + J` is positive semidefinite, every periodic point of the parallel
iteration solves the self-consistency equations. -/
theorem periodic_is_fixed {J : Matrix ι ι ℝ} (hJ : J.IsSymm)
    (hpsd : ∀ x : ι → ℝ, 0 ≤ x ⬝ᵥ (1 + J) *ᵥ x) (h m : ι → ℝ) (k : ℕ)
    (hk : (parallelStep J h)^[k + 1] m = m) : parallelStep J h m = m := by
  have hcube : ∀ n : ι → ℝ, ∀ i, -1 < parallelStep J h n i ∧ parallelStep J h n i < 1 :=
    fun n i => ⟨(sustainingField_tanh _).1, (sustainingField_tanh _).2.1⟩
  -- A periodic point is itself the result of an update.
  have hm : ∀ i, -1 < m i ∧ m i < 1 := by
    have := hcube ((parallelStep J h)^[k] m)
    rwa [← Function.iterate_succ_apply' (parallelStep J h) k m, hk] at this
  -- The free energy never rises along the orbit.
  have hmono : ∀ j : ℕ, (∀ i, -1 < (parallelStep J h)^[j] (parallelStep J h m) i ∧
      (parallelStep J h)^[j] (parallelStep J h m) i < 1) ∧
      freeEnergy J h ((parallelStep J h)^[j] (parallelStep J h m))
        ≤ freeEnergy J h (parallelStep J h m) := by
    intro j
    induction j with
    | zero => exact ⟨hcube m, le_refl _⟩
    | succ j ih =>
      rw [Function.iterate_succ_apply']
      refine ⟨hcube _, ?_⟩
      have hd := (freeEnergy_descent hJ h _ ih.1).1
      have hq := hpsd (parallelStep J h ((parallelStep J h)^[j] (parallelStep J h m))
        - (parallelStep J h)^[j] (parallelStep J h m))
      linarith [ih.2]
  by_contra hne
  have h1 := freeEnergy_lt hJ hpsd h m hm hne
  have h2 := (hmono k).2
  rw [← Function.iterate_succ_apply (parallelStep J h) k m, hk] at h2
  linarith

end

end ParallelMeanFieldDescent
```

```lean
#print axioms ParallelMeanFieldDescent.freeEnergy_descent
-- 'ParallelMeanFieldDescent.freeEnergy_descent' depends on axioms: [propext, Classical.choice, Quot.sound]
#print axioms ParallelMeanFieldDescent.periodic_is_fixed
-- 'ParallelMeanFieldDescent.periodic_is_fixed' depends on axioms: [propext, Classical.choice, Quot.sound]
```
